# Edth and its conjugate carry smooth polar solutions on 0 < θ < π from spin weight s to s + 1 and s − 1

Q: When I expand the surface gradient of a scalar field on the unit sphere in vector harmonics, I apply the edth operator ð to each scalar harmonic \(Y_{lm}\) and file the result under spin weight 1 with the same \(l\) and \(m\). What entitles me to keep the \(l\)?

A: The raised function satisfies a differential equation of the same family, with the same \(l\). A field has spin weight \(s\) if it picks up a phase \(e^{-is\psi}\) when the tangent frame is rotated by \(\psi\), in the sense from the \(\theta\) direction towards the \(\varphi\) direction. The gradient component \((\nabla Y)_\theta+i(\nabla Y)_\varphi\) is such a field with \(s=1\), and it equals \(-ðY\). In quantum mechanics the same step gives angular parts of the vector harmonics for photon emission from an atom; the theorems treat it for one azimuthal mode at a time and away from the poles.

Q: Show me the calculation before any Lean.

A: Take a mode \(f(t)e^{im\varphi}\), with \(t\) for the polar angle \(\theta\), and set

\[ a_s=\frac{m+s\cos t}{\sin t},\qquad E_sf=-(f'-a_sf),\qquad F_sf=-(f'+a_sf). \]

\(E_s\) is edth acting on the polar factor, and \(F_s\) is its conjugate. The quotient rule gives

\[ a_s'=\frac{-s\sin^2t-(m+s\cos t)\cos t}{\sin^2t}=-s-\cot t\,a_s, \]

and clearly \(a_{s\pm1}=a_s\pm\cot t\). Now expand both products:

\[ \begin{aligned} F_{s+1}E_sf&=f''+(a_{s+1}-a_s)f'-(a_s'+a_{s+1}a_s)f\\ &=f''+\cot t\,f'+(s-a_s^2)f,\\ E_{s-1}F_sf&=f''+(a_s-a_{s-1})f'+(a_s'-a_{s-1}a_s)f\\ &=f''+\cot t\,f'-(s+a_s^2)f. \end{aligned} \]

Subtracting leaves the commutator

\[ F_{s+1}E_sf-E_{s-1}F_sf=2sf. \]

Suppose next that \(F_{s+1}E_sf=-\lambda_sf\) with \(\lambda_s=(l-s)(l+s+1)=l(l+1)-s(s+1)\). For \(s=0\) this is the associated Legendre equation. Put \(g=E_sf\) and use the commutator at weight \(s+1\):

\[ F_{s+2}E_{s+1}g=E_sF_{s+1}E_sf+2(s+1)g=\bigl(-\lambda_s+2(s+1)\bigr)g=-\lambda_{s+1}g. \]

That is the equation for weight \(s+1\), with \(l\) and \(m\) unchanged. Going down, the commutator at weight \(s\) gives \(E_{s-1}F_sf=-(\lambda_s+2s)f=-\lambda_{s-1}f\). Applying \(F_s\) to both sides gives \(F_sE_{s-1}(F_sf)=-\lambda_{s-1}F_sf\), the equation for weight \(s-1\).

Q: Give me numbers.

A: Take \(l=2\), \(m=0\), \(s=0\) and the unnormalised \(f=3\cos^2t-1\). Then \(g=E_0f=6\sin t\cos t\) and \(h=E_1g=6\sin^2t\). At \(t=\pi/3\) we have \(f=-\tfrac14\), \(g'=6\cos 2t=-3\) and \(\cot t\,g=\tfrac32\), so \(F_1g=-(-3+\tfrac32)=\tfrac32\). The equation asks for \(-2\cdot3\cdot(-\tfrac14)=\tfrac32\).

One rung up, \(F_2h=-(h'+2\cot t\,h)=-24\sin t\cos t=-6\sqrt3\approx-10.39\). The equation asks for \(-(2-1)(2+1+1)g=-4\cdot\tfrac{3\sqrt3}{2}=-6\sqrt3\), which agrees.

Q: Now the Lean version. What are the objects?

A: First comes the coefficient \(a_s\). It is called `spinPot`, though it is not a potential energy.

```lean
import Mathlib

open Set
open scoped ContDiff

namespace EdthLadder

noncomputable section

/-- The coefficient `a_s = (m + s cos t) / sin t` for azimuthal number `m` and spin weight `s`,
meant for `0 < t < π`. -/
def spinPot (m s t : ℝ) : ℝ := (m + s * Real.cos t) / Real.sin t
```

The operators \(E_s\) and \(F_s\) are `raise` and `lower`. They change the spin weight \(s\), unlike the angular momentum operators \(L_\pm\), which change \(m\).

```lean
/-- The raising operator `E_s f = -(f' - a_s f)` on functions of the polar angle `0 < t < π`. -/
def raise (m s : ℝ) (f : ℝ → ℂ) (t : ℝ) : ℂ := -(deriv f t - (spinPot m s t : ℂ) * f t)

/-- The lowering operator `F_s f = -(f' + a_s f)` on functions of the polar angle `0 < t < π`. -/
def lower (m s : ℝ) (f : ℝ → ℂ) (t : ℝ) : ℂ := -(deriv f t + (spinPot m s t : ℂ) * f t)
```

An amplitude is a function `ℝ → ℂ`, and `deriv` is the ordinary derivative in the real variable. The parameters `m`, `s` and `l` are arbitrary real numbers, so integer values are a special case.

Q: You could have chosen those one-variable operators to make the algebra work. Where is the sphere?

A: The angular operators have their own definitions, with partial derivatives in \(\theta\) and \(\varphi\). They fix the sign convention with an overall minus, \(ð\eta=-(\partial_\theta+\tfrac{i}{\sin\theta}\partial_\varphi-s\cot\theta)\eta\).

```lean
/-- The edth operator on a field of spin weight `s` on the sphere, for `0 < θ < π`. -/
def edth (s : ℝ) (η : ℝ → ℝ → ℂ) (θ φ : ℝ) : ℂ :=
  -(deriv (fun x => η x φ) θ + Complex.I / (Real.sin θ : ℂ) * deriv (fun y => η θ y) φ
    - (s : ℂ) * (Real.cos θ : ℂ) / (Real.sin θ : ℂ) * η θ φ)

/-- The conjugate edth operator on a field of spin weight `s` on the sphere, for `0 < θ < π`. -/
def edthBar (s : ℝ) (η : ℝ → ℝ → ℂ) (θ φ : ℝ) : ℂ :=
  -(deriv (fun x => η x φ) θ - Complex.I / (Real.sin θ : ℂ) * deriv (fun y => η θ y) φ
    + (s : ℂ) * (Real.cos θ : ℂ) / (Real.sin θ : ℂ) * η θ φ)
```

The equation to be inherited is a predicate on the polar factor, required at every point of the open interval. The smoothness of `f` is a separate hypothesis in the theorems.

```lean
/-- The polar equation `F_(s+1) E_s f = -(l - s)(l + s + 1) f` on `0 < t < π`. -/
def SolvesSpinEq (m l s : ℝ) (f : ℝ → ℂ) : Prop :=
  ∀ t ∈ Ioo 0 Real.pi,
    lower m (s + 1) (raise m s f) t = -(((l - s) * (l + s + 1) : ℝ) : ℂ) * f t
```

Repeated raising is defined by recursion. Zero raisings return `f`, and the next raising after `n` of them uses weight `s + n`.

```lean
/-- The result of `n` successive raisings of `f`, starting from spin weight `s`. -/
def raiseIter (m s : ℝ) (f : ℝ → ℂ) : ℕ → ℝ → ℂ
  | 0 => f
  | n + 1 => raise m (s + n) (raiseIter m s f n)
```

The link between the two sets of operators is a theorem:

```lean
/-- On a field `f(θ) exp(imφ)` with `f` differentiable at `θ`, edth and its conjugate act on the
polar factor as `E_s` and `F_s`. -/
theorem edth_separated (m s : ℝ) {f : ℝ → ℂ} {θ : ℝ} (φ : ℝ) (hf : DifferentiableAt ℝ f θ) :
    edth s (fun x y => f x * Complex.exp (Complex.I * m * y)) θ φ
        = raise m s f θ * Complex.exp (Complex.I * m * φ) ∧
      edthBar s (fun x y => f x * Complex.exp (Complex.I * m * y)) θ φ
        = lower m s f θ * Complex.exp (Complex.I * m * φ) := by
  have h0 : HasDerivAt (fun y : ℝ => (y : ℂ)) 1 φ := by
    simpa using (hasDerivAt_id φ).ofReal_comp
  have h1 := hf.hasDerivAt.mul_const (Complex.exp (Complex.I * m * φ))
  have h2 := ((h0.const_mul (Complex.I * (m : ℂ))).cexp).const_mul (f θ)
  -- the azimuthal derivative produces a factor `i m`
  constructor
  · simp only [edth, raise, spinPot]
    rw [h1.deriv, h2.deriv]
    push_cast
    linear_combination (-((m : ℂ) * f θ * Complex.exp (Complex.I * m * φ)
      / Complex.sin θ)) * Complex.I_sq
  · simp only [edthBar, lower, spinPot]
    rw [h1.deriv, h2.deriv]
    push_cast
    linear_combination ((m : ℂ) * f θ * Complex.exp (Complex.I * m * φ)
      / Complex.sin θ) * Complex.I_sq
```

The azimuthal derivative brings down \(im\), and the prefactor \(i/\sin\theta\) turns it into \(-m/\sin\theta\). This joins the \(s\cot\theta\) term to form \(a_s\). In the proof, `h1` and `h2` are the two partial derivatives, and `linear_combination` uses \(i^2=-1\) through `Complex.I_sq`.

Q: Then the derivative of \(a_s\) should come next.

A: It does, and the proof is the quotient rule, with \(\sin t\neq0\) supplied by \(0<t<\pi\).

```lean
/-- For `0 < t < π` the coefficient obeys `a_s' = -s - cot(t) a_s`. -/
theorem hasDerivAt_spinPot (m s : ℝ) {t : ℝ} (ht : t ∈ Ioo 0 Real.pi) :
    HasDerivAt (spinPot m s) (-s - Real.cos t / Real.sin t * spinPot m s t) t := by
  have hs : Real.sin t ≠ 0 := (Real.sin_pos_of_mem_Ioo ht).ne'
  have h := (((Real.hasDerivAt_cos t).const_mul s).const_add m).fun_div
    (Real.hasDerivAt_sin t) hs
  refine h.congr_deriv ?_
  unfold spinPot
  field_simp
```

The upward ladder applies the commutator to \(E_sf\), so we need to know that raising preserves smoothness. The coefficient is smooth on the open interval, and so are \(f\) and \(f'\); products and differences of smooth functions are smooth.

```lean
/-- Raising a function that is smooth on `0 < t < π` gives a function that is smooth there. -/
theorem raise_smooth (m s : ℝ) {f : ℝ → ℂ} (hf : ContDiffOn ℝ ∞ f (Ioo 0 Real.pi)) :
    ContDiffOn ℝ ∞ (raise m s f) (Ioo 0 Real.pi) := by
  have ha : ContDiffOn ℝ ∞ (spinPot m s) (Ioo 0 Real.pi) :=
    (contDiff_const.add (contDiff_const.mul Real.contDiff_cos)).contDiffOn.div
      Real.contDiff_sin.contDiffOn (fun x hx => (Real.sin_pos_of_mem_Ioo hx).ne')
  have hc : ContDiffOn ℝ ∞ (fun x => (spinPot m s x : ℂ)) (Ioo 0 Real.pi) :=
    Complex.ofRealCLM.contDiff.comp_contDiffOn ha
  have hd := ((contDiffOn_infty_iff_deriv_of_isOpen isOpen_Ioo).1 hf).2
  exact (hd.sub (hc.mul hf)).neg
```

Q: And the commutator itself?

A: It is stated pointwise for every \(t\) in the interval and every `f` smooth there.

```lean
/-- The edth commutator: `F_(s+1) E_s f - E_(s-1) F_s f = 2 s f` for `f` smooth on
`0 < t < π`. -/
theorem edth_commutator (m s : ℝ) {f : ℝ → ℂ} (hf : ContDiffOn ℝ ∞ f (Ioo 0 Real.pi))
    {t : ℝ} (ht : t ∈ Ioo 0 Real.pi) :
    lower m (s + 1) (raise m s f) t - raise m (s - 1) (lower m s f) t = 2 * (s : ℂ) * f t := by
  have hn := isOpen_Ioo.mem_nhds ht
  obtain ⟨d0, c1⟩ := (contDiffOn_infty_iff_deriv_of_isOpen isOpen_Ioo).1 hf
  have d1 := ((contDiffOn_infty_iff_deriv_of_isOpen isOpen_Ioo).1 c1).1
  have h0 := (d0.differentiableAt hn).hasDerivAt
  have h1 := (d1.differentiableAt hn).hasDerivAt
  have ha := (hasDerivAt_spinPot m s ht).ofReal_comp
  have hE : HasDerivAt (raise m s f) _ t := (h1.fun_sub (ha.fun_mul h0)).fun_neg
  have hF : HasDerivAt (lower m s f) _ t := (h1.fun_add (ha.fun_mul h0)).fun_neg
  -- neighbouring weights differ by a cotangent
  have hp : spinPot m (s + 1) t = spinPot m s t + Real.cos t / Real.sin t := by
    unfold spinPot; ring
  have hm : spinPot m (s - 1) t = spinPot m s t - Real.cos t / Real.sin t := by
    unfold spinPot; ring
  change -(deriv (raise m s f) t + (spinPot m (s + 1) t : ℂ) * raise m s f t)
    - -(deriv (lower m s f) t - (spinPot m (s - 1) t : ℂ) * lower m s f t) = _
  rw [hE.deriv, hF.deriv, hp, hm]
  simp only [raise, lower]
  push_cast
  ring
```

`h0` and `h1` provide \(f'\) and \(f''\). `hE` and `hF` differentiate \(E_sf\) and \(F_sf\) by the product rule, using the formula for \(a_s'\). `hp` and `hm` are \(a_{s\pm1}=a_s\pm\cot t\). After substitution, `ring` performs the cancellation that we did above.

Q: In the ladder you applied \(E_s\) to both sides of an equation. That differentiates it, and an equation at a single point can't be differentiated.

A: The equation holds on an open interval, so around each point both sides agree on a whole neighbourhood and have the same derivative. That is a lemma:

```lean
/-- If `u = c f` on `0 < t < π` with a constant `c`, then `u' = c f'` there. -/
theorem deriv_proportional {u f : ℝ → ℂ} {c : ℂ} (h : ∀ x ∈ Ioo 0 Real.pi, u x = c * f x)
    {t : ℝ} (ht : t ∈ Ioo 0 Real.pi) : deriv u t = c * deriv f t := by
  have he : u =ᶠ[nhds t] fun x => c * f x :=
    Filter.eventually_of_mem (isOpen_Ioo.mem_nhds ht) h
  rw [he.deriv_eq, deriv_const_mul_field]
```

The upward ladder then follows the calculation closely. `hc` is the commutator at weight \(s+1\) applied to \(E_sf\), and `hr` is \(E_sF_{s+1}E_sf=-\lambda_sE_sf\). The last line adds the constants.

```lean
/-- The edth ladder: if a smooth `f` solves the polar equation with spin weight `s`, then `E_s f`
solves it with `s + 1` and the same `l` and `m`. -/
theorem edth_ladder {m l s : ℝ} {f : ℝ → ℂ} (hf : ContDiffOn ℝ ∞ f (Ioo 0 Real.pi))
    (h : SolvesSpinEq m l s f) : SolvesSpinEq m l (s + 1) (raise m s f) := by
  intro t ht
  have hc := edth_commutator m (s + 1) (raise_smooth m s hf) ht
  rw [add_sub_cancel_right] at hc
  -- apply `E_s` to both sides of the equation for `f`
  have hr : raise m s (lower m (s + 1) (raise m s f)) t
      = -(((l - s) * (l + s + 1) : ℝ) : ℂ) * raise m s f t := by
    change -(deriv (lower m (s + 1) (raise m s f)) t
      - (spinPot m s t : ℂ) * lower m (s + 1) (raise m s f) t)
      = _ * -(deriv f t - (spinPot m s t : ℂ) * f t)
    rw [deriv_proportional h ht, h t ht]
    ring
  rw [hr] at hc
  push_cast at hc ⊢
  linear_combination hc
```

In words: if `f` is smooth on \(0<t<\pi\) and solves the equation with weight \(s\), then \(E_sf\) solves it with weight \(s+1\). That `f` is a solution is assumed; the theorem does not construct one.

The downward version first obtains `h'`, which is \(E_{s-1}F_sf=-\lambda_{s-1}f\), and then applies \(F_s\).

```lean
/-- The downward ladder: if a smooth `f` solves the polar equation with spin weight `s`, then
`F_s f` solves it with `s - 1` and the same `l` and `m`. -/
theorem edth_ladder_down {m l s : ℝ} {f : ℝ → ℂ} (hf : ContDiffOn ℝ ∞ f (Ioo 0 Real.pi))
    (h : SolvesSpinEq m l s f) : SolvesSpinEq m l (s - 1) (lower m s f) := by
  -- the commutator turns the equation for `F_(s+1) E_s` into one for `E_(s-1) F_s`
  have h' : ∀ x ∈ Ioo 0 Real.pi, raise m (s - 1) (lower m s f) x
      = -(((l - s + 1) * (l + s) : ℝ) : ℂ) * f x := by
    intro x hx
    have hc := edth_commutator m s hf hx
    rw [h x hx] at hc
    push_cast at hc ⊢
    linear_combination -hc
  intro t ht
  rw [sub_add_cancel]
  change -(deriv (raise m (s - 1) (lower m s f)) t
    + (spinPot m s t : ℂ) * raise m (s - 1) (lower m s f) t)
    = _ * -(deriv f t + (spinPot m s t : ℂ) * f t)
  rw [deriv_proportional h' ht, h' t ht]
  push_cast
  ring
```

Q: To describe linear polarisation by Stokes parameters on the sphere I need weight 2, so one step is not enough.

A: Induction gives any number of steps. Each one uses `raise_smooth` to keep the hypothesis alive and `edth_ladder` to move the equation.

```lean
/-- If `f` is smooth on `0 < t < π` and solves the polar equation there with spin weight `s`, then
`n` successive raisings give a function that is smooth on `0 < t < π` and solves the equation with
spin weight `s + n` and the same `l` and `m`. -/
theorem edth_ladder_iterate {m l s : ℝ} {f : ℝ → ℂ} (hf : ContDiffOn ℝ ∞ f (Ioo 0 Real.pi))
    (h : SolvesSpinEq m l s f) (n : ℕ) :
    ContDiffOn ℝ ∞ (raiseIter m s f n) (Ioo 0 Real.pi) ∧
      SolvesSpinEq m l (s + n) (raiseIter m s f n) := by
  induction n with
  | zero => simpa [raiseIter] using And.intro hf h
  | succ n ih =>
    have e : s + ((n + 1 : ℕ) : ℝ) = s + n + 1 := by push_cast; ring
    rw [e]
    exact ⟨raise_smooth m (s + n) ih.1, edth_ladder ih.1 ih.2⟩
```

Q: The zero function solves your equation for every \(l\). Could the whole ladder be about zero?

A: The last theorem exhibits a nonzero solution with a nonzero image. For \(l=1\), \(m=0\), \(\cos t\) solves the equation at weight 0 and is raised to \(\sin t\), and \(\sin t\) is raised to zero.

```lean
/-- For `l = 1`, `m = 0` the function `cos t` solves the polar equation with spin weight `0`;
on `0 < t < π` it is raised to `sin t`, and `sin t` is raised to zero. -/
theorem edth_ladder_witness :
    SolvesSpinEq 0 1 0 (fun x => (Real.cos x : ℂ)) ∧
      ∀ t ∈ Ioo 0 Real.pi, raise 0 0 (fun x => (Real.cos x : ℂ)) t = (Real.sin t : ℂ) ∧
        raise 0 1 (fun x => (Real.sin x : ℂ)) t = 0 := by
  have hC : raise 0 0 (fun x => (Real.cos x : ℂ)) = fun x => (Real.sin x : ℂ) := by
    funext t
    simp only [raise, spinPot]
    rw [(Real.hasDerivAt_cos t).ofReal_comp.deriv]
    simp
  have hk : ∀ t ∈ Ioo 0 Real.pi,
      (spinPot 0 1 t : ℂ) * (Real.sin t : ℂ) = (Real.cos t : ℂ) := by
    intro t ht
    have hr : spinPot 0 1 t * Real.sin t = Real.cos t := by
      simp only [spinPot, zero_add, one_mul]
      exact div_mul_cancel₀ _ (Real.sin_pos_of_mem_Ioo ht).ne'
    rw [← Complex.ofReal_mul, hr]
  refine ⟨fun t ht => ?_, fun t ht => ⟨congrFun hC t, ?_⟩⟩
  · rw [hC, zero_add]
    simp only [lower]
    rw [(Real.hasDerivAt_sin t).ofReal_comp.deriv, hk t ht]
    push_cast
    ring
  · simp only [raise]
    rw [(Real.hasDerivAt_sin t).ofReal_comp.deriv, hk t ht, sub_self, neg_zero]

end

end EdthLadder
```

```lean
#print axioms EdthLadder.edth_separated
#print axioms EdthLadder.edth_ladder
#print axioms EdthLadder.edth_ladder_down
#print axioms EdthLadder.edth_ladder_iterate
```

```
'EdthLadder.edth_separated' depends on axioms: [propext, Classical.choice, Quot.sound]
'EdthLadder.edth_ladder' depends on axioms: [propext, Classical.choice, Quot.sound]
'EdthLadder.edth_ladder_down' depends on axioms: [propext, Classical.choice, Quot.sound]
'EdthLadder.edth_ladder_iterate' depends on axioms: [propext, Classical.choice, Quot.sound]
```

The proof computes the two derivatives and uses \(a_1\sin t=\cos t\) at \(m=0\), which is `hk`. These functions are unnormalised. With unit norm on the sphere they are \(\sqrt{3/4\pi}\,\cos\theta\) and \(\sqrt{3/8\pi}\,\sin\theta\); the raising step is divided by \(\sqrt{(l-s)(l+s+1)}=\sqrt2\).

A raised function may vanish, and the ladder theorem allows it: zero then solves the next equation trivially.

Q: So does the ladder always stop at \(s=l\), as it does for the harmonics?

A: Not from these hypotheses. Take \(l=m=s=0\) and \(f=\ln\tan(t/2)\), which is smooth on the open interval. Then \(E_0f=-1/\sin t\), which is not zero, although \(F_1E_0f=0\) as the equation demands. This \(f\) diverges at both poles, so it is not a harmonic.

Regularity at the poles is therefore the step between the Lean model and your expansion on the full sphere. You supply it by starting from a true \(Y_{lm}\), which is smooth on the whole sphere, poles included. Its polar factor is then smooth on the interval and solves the equation at \(s=0\), so the theorem lets you keep \(l\) and \(m\) when you file \(ðY_{lm}\) under weight 1.
